# A subspace gives an upper bound to the critical nuclear charge of a finite-basis two-electron atom

## Which side is the error on?

A computed critical nuclear charge is hard to interpret if the energy might cross the ionisation threshold several times, or if the basis-set error could have either sign. For a fixed finite-dimensional space and a positive definite repulsion, there is at most one crossing at positive coupling. With the same threshold for both, a subspace that binds without repulsion has a critical charge at or above that of the whole finite-dimensional space.

The physical question is how small the charge \(Z\) of a nucleus can be while it still holds two electrons. With lengths measured in units of \(1/Z\), the nonrelativistic Hamiltonian for a fixed nucleus, in atomic units and divided by \(Z^2\), is

\[
A+\lambda B,\qquad A=\sum_{i=1}^{2}\Bigl(-\tfrac12\nabla_i^2-\frac1{r_i}\Bigr),\quad B=\frac1{r_{12}},\quad \lambda=\frac1Z .
\]

Removing one electron leaves a hydrogen-like ion with scaled energy \(\tau=-\tfrac12\). The pair is bound when the ground energy \(E(\lambda)\) lies below \(\tau\). The critical coupling \(\lambda_c\) is the smallest positive \(\lambda\) with \(E(\lambda)=\tau\), and the critical charge is \(Z_c=1/\lambda_c\).

## The atom as a pair of operators

The space `V` is a nonzero, finite-dimensional complex inner product space: the span of a basis set, with any nonlinear exponents held fixed in the scaled coordinates. The operators above need not map this span into itself, so `A` and `B` are the linear maps on `V` that have the same matrix elements between its vectors. Hermiticity is `IsSymmetric`, and `IsRepulsion B` means only that `B` is Hermitian and positive definite. The function \(1/r_{12}\) has this property on such a span because it is positive.

The coupling \(\lambda\) is written `t` in Lean. For Hermitian \(T\) and a normalised state \(x\), `expect T x` is the usual expectation value \(\langle T\rangle_x\); for other vectors it carries a factor \(\|x\|^2\). `groundEnergy T` is the infimum of the Rayleigh quotient, and `energy A B t` is \(E(t)\), the ground energy of \(A+tB\). `IsCriticalCoupling A B τ t` says that \(t>0\) and \(E(t)=\tau\).

The theorems say the following.

- For Hermitian \(A\) and \(B\), \(E\) is concave. If \(B\) is also positive definite, \(E\) is strictly increasing.
- If moreover \(E(0)<\tau\), there is exactly one critical coupling.
- At a charge \(Z>0\), the energy is below threshold exactly when \(Z\) exceeds the reciprocal of the critical coupling.
- Let \(S\) be a nonzero subspace whose compressed problem has ground energy \(E_S(0)<\tau\). Then critical couplings \(t\) for \(V\) and \(t_S\) for \(S\) exist, with \(t_S\le t\) and \(1/t\le 1/t_S\).

The threshold \(\tau\) is a given real number, the same for both spaces; it stands for the energy of the one-electron ion and is not recomputed in each basis.

The step left open is the passage from a finite basis to the full Hilbert space. There the bottom of the spectrum stays at \(\tau\) beyond the critical coupling, whereas in a finite basis the energy rises through it.

For nested finite basis sets with a fixed threshold, the computed \(Z_c\) can therefore only fall or stay the same as functions are added. A rise signals a numerical error, or a threshold or basis functions that changed between the calculations. A wrong threshold that is held fixed is not detected in this way, since the ordering holds for every \(\tau\) above \(E_S(0)\).

## From trial states to the critical charge

All states here are normalised.

**Ground states.** Let \(g\) be the infimum of \(\langle T\rangle_x\) for Hermitian \(T\). The unit sphere is compact, so some \(x\) attains it. Since \(T-g\) is positive semidefinite and \(\langle T-g\rangle_x=0\), we have \(Tx=gx\). Any other real eigenvalue \(e\), with eigenvector \(y\), satisfies \(e=\langle T\rangle_y\ge g\). So \(g\) is the lowest eigenvalue, and for every state \(x\)

\[
E(t)\le\langle A\rangle_x+t\langle B\rangle_x ,
\]

with equality for a ground state at coupling \(t\).

**Concavity.** Take \(a,b\ge0\) with \(a+b=1\), and let \(x\) be a ground state at \(as+bt\). Then

\[
E(as+bt)=a\bigl(\langle A\rangle_x+s\langle B\rangle_x\bigr)+b\bigl(\langle A\rangle_x+t\langle B\rangle_x\bigr)\ge aE(s)+bE(t).
\]

**Growth.** Let \(\beta\) be the lowest eigenvalue of \(B\). It is the expectation value of \(B\) in one of its eigenstates, so \(\beta>0\) when \(B\) is positive definite. For \(s\le t\) and a ground state \(x\) at \(t\),

\[
E(t)=\langle A\rangle_x+s\langle B\rangle_x+(t-s)\langle B\rangle_x\ge E(s)+(t-s)\beta .
\]

Hence \(E\) is strictly increasing.

**Continuity.** With a ground state \(x\) at \(s\),

\[
E(t)\le E(s)+(t-s)\langle B\rangle_x\le E(s)+|t-s|\,\|B\| .
\]

Exchanging \(s\) and \(t\) gives \(|E(t)-E(s)|\le\|B\|\,|t-s|\).

**One crossing.** Suppose \(E(0)<\tau\) and put \(T=(\tau-E(0))/\beta\), now a number. The growth bound gives \(E(T)\ge\tau\), so by continuity \(E(t)=\tau\) for some \(t\) in \([0,T]\). Since \(E(0)<\tau\), this \(t\) is positive, and strict increase makes it unique. For \(Z>0\),

\[
E(1/Z)<\tau=E(t)\iff 1/Z<t\iff 1/t<Z .
\]

**A smaller basis.** Let \(J\) include \(S\) in \(V\). The compression \(J^\dagger TJ\) satisfies \(\langle J^\dagger TJx,x\rangle=\langle TJx,Jx\rangle\), so it keeps expectation values. A ground state of the compressed problem is then a trial state in \(V\), which gives \(E(t)\le E_S(t)\) at every coupling. In particular \(E(0)\le E_S(0)<\tau\), and compression keeps \(B\) positive definite, so both critical couplings exist. Finally

\[
E(t_S)\le E_S(t_S)=\tau=E(t),
\]

so \(t_S\le t\) and \(1/t\le1/t_S\).

## A single configuration

In one dimension \(A\) and \(B\) are real numbers \(\alpha\) and \(\beta>0\), and \(E(t)=\alpha+\beta t\). If \(\alpha<\tau\), then \(Z_c=\beta/(\tau-\alpha)\). The only nonzero subspace is the whole space, so the bound is an equality.

The hydrogenic \(1s^2\) configuration has \(\alpha=-1\) and \(\beta=\tfrac58\). With \(\tau=-\tfrac12\) this gives \(Z_c=\tfrac54\): the configuration binds helium but not the hydride ion. A larger finite basis containing it has a critical charge of at most \(\tfrac54\).

## A state that avoids the repulsion

Positive semidefiniteness is not enough for a crossing, even when \(B\ne0\). On \(\mathbb C^2\) take \(A=0\), \(B=\operatorname{diag}(0,1)\) and \(\tau=1\). Then \(E(t)=0\) for all \(t\ge0\), and the threshold is never reached. The first basis state feels no repulsion.

## The Lean file

```lean
import Mathlib

open Module.End Set
open scoped InnerProductSpace

noncomputable section

namespace CriticalNuclearCharge

variable {V : Type*} [NormedAddCommGroup V] [InnerProductSpace ℂ V]

/-- The real part of the unnormalised expectation value of `T` in the state `x`. -/
def expect (T : V →ₗ[ℂ] V) (x : V) : ℝ := (⟪T x, x⟫_ℂ).re

/-- The infimum of the Rayleigh quotient of `T` over nonzero states. -/
def groundEnergy (T : V →ₗ[ℂ] V) : ℝ :=
  ⨅ x : {x : V // x ≠ 0}, expect T x / ‖(x : V)‖ ^ 2

/-- The ground energy of the scaled Hamiltonian `A + t B` at coupling `t`. -/
def energy (A B : V →ₗ[ℂ] V) (t : ℝ) : ℝ := groundEnergy (A + (t : ℂ) • B)

/-- A Hermitian operator with positive expectation value in every nonzero state. -/
def IsRepulsion (B : V →ₗ[ℂ] V) : Prop :=
  B.IsSymmetric ∧ ∀ x, x ≠ 0 → 0 < expect B x

/-- A positive coupling at which the ground energy equals the threshold `τ`. -/
def IsCriticalCoupling (A B : V →ₗ[ℂ] V) (τ t : ℝ) : Prop :=
  0 < t ∧ energy A B t = τ

lemma expect_add_smul (A B : V →ₗ[ℂ] V) (t : ℝ) (x : V) :
    expect (A + (t : ℂ) • B) x = expect A x + t * expect B x := by
  simp only [expect, LinearMap.add_apply, LinearMap.smul_apply, inner_add_left,
    inner_smul_left, Complex.conj_ofReal, Complex.add_re, Complex.re_ofReal_mul]

lemma normSq_pos {E : Type*} [NormedAddCommGroup E] {x : E} (hx : x ≠ 0) : 0 < ‖x‖ ^ 2 :=
  pow_pos (norm_pos_iff.mpr hx) 2

lemma expect_eigen {T : V →ₗ[ℂ] V} {x : V} {e : ℝ} (h : T x = (e : ℂ) • x) :
    expect T x = e * ‖x‖ ^ 2 := by
  rw [expect, h, inner_smul_left, Complex.conj_ofReal, Complex.re_ofReal_mul]
  exact congrArg (e * ·) (inner_self_eq_norm_sq (𝕜 := ℂ) x)

variable [FiniteDimensional ℂ V]

lemma abs_expect_le (T : V →ₗ[ℂ] V) (x : V) :
    |expect T x| ≤ ‖LinearMap.toContinuousLinearMap T‖ * ‖x‖ ^ 2 :=
  calc |expect T x| ≤ ‖⟪T x, x⟫_ℂ‖ := Complex.abs_re_le_norm _
    _ ≤ ‖T x‖ * ‖x‖ := norm_inner_le_norm _ _
    _ ≤ (‖LinearMap.toContinuousLinearMap T‖ * ‖x‖) * ‖x‖ :=
        mul_le_mul_of_nonneg_right
          ((LinearMap.toContinuousLinearMap T).le_opNorm x) (norm_nonneg _)
    _ = _ := by ring

/-- Variational principle: for every vector, the real part of the unnormalised expectation value of
`T` is at least the ground energy times its squared norm. -/
theorem variational (T : V →ₗ[ℂ] V) (x : V) :
    groundEnergy T * ‖x‖ ^ 2 ≤ expect T x := by
  by_cases hx : x = 0
  · subst hx
    simp [expect]
  -- the Rayleigh quotient is bounded below by minus the operator norm
  have hb : BddBelow (range fun y : {x : V // x ≠ 0} => expect T y / ‖(y : V)‖ ^ 2) := by
    refine ⟨-‖LinearMap.toContinuousLinearMap T‖, ?_⟩
    rintro _ ⟨y, rfl⟩
    have h := (abs_le.mp (abs_expect_le T (y : V))).1
    show _ ≤ expect T y / ‖(y : V)‖ ^ 2
    rw [le_div_iff₀ (normSq_pos y.2)]
    linarith
  have h : groundEnergy T ≤ expect T x / ‖x‖ ^ 2 := ciInf_le hb ⟨x, hx⟩
  exact (le_div_iff₀ (normSq_pos hx)).mp h

lemma energy_le (A B : V →ₗ[ℂ] V) (t : ℝ) (x : V) :
    energy A B t * ‖x‖ ^ 2 ≤ expect A x + t * expect B x := by
  rw [← expect_add_smul]
  exact variational _ x

/-- The compression of `T` to the subspace `S`: include, apply `T`, project back. -/
def compress (S : Submodule ℂ V) (T : V →ₗ[ℂ] V) : S →ₗ[ℂ] S :=
  LinearMap.adjoint S.subtype ∘ₗ T ∘ₗ S.subtype

lemma expect_compress (S : Submodule ℂ V) (T : V →ₗ[ℂ] V) (x : S) :
    expect (compress S T) x = expect T (x : V) := by
  simp only [expect, compress, LinearMap.comp_apply, LinearMap.adjoint_inner_left,
    Submodule.subtype_apply]

lemma compress_symmetric (S : Submodule ℂ V) {T : V →ₗ[ℂ] V} (hT : T.IsSymmetric) :
    (compress S T).IsSymmetric := by
  intro x y
  simp only [compress, LinearMap.comp_apply, LinearMap.adjoint_inner_left,
    LinearMap.adjoint_inner_right]
  exact hT _ _

variable [Nontrivial V] {A B : V →ₗ[ℂ] V}

/-- For a Hermitian operator on a nonzero finite-dimensional space, the ground energy is
the lowest eigenvalue. -/
theorem groundEnergy_isLeast {T : V →ₗ[ℂ] V} (hT : T.IsSymmetric) :
    IsLeast {e : ℝ | HasEigenvalue T (e : ℂ)} (groundEnergy T) := by
  refine ⟨hT.hasEigenvalue_iInf_of_finiteDimensional, fun e he => ?_⟩
  obtain ⟨x, hx⟩ := HasEigenvalue.exists_hasEigenvector he
  have h := variational T x
  rw [expect_eigen hx.apply_eq_smul] at h
  exact le_of_mul_le_mul_right h (normSq_pos hx.2)

lemma exists_groundState {T : V →ₗ[ℂ] V} (hT : T.IsSymmetric) :
    ∃ x, x ≠ 0 ∧ expect T x = groundEnergy T * ‖x‖ ^ 2 := by
  obtain ⟨x, hx⟩ := HasEigenvalue.exists_hasEigenvector (groundEnergy_isLeast hT).1
  exact ⟨x, hx.2, expect_eigen hx.apply_eq_smul⟩

lemma energy_state (hA : A.IsSymmetric) (hB : B.IsSymmetric) (t : ℝ) :
    ∃ x, x ≠ 0 ∧ expect A x + t * expect B x = energy A B t * ‖x‖ ^ 2 := by
  have hT : (A + (t : ℂ) • B).IsSymmetric := by
    intro x y
    simp only [LinearMap.add_apply, LinearMap.smul_apply, inner_add_left, inner_add_right,
      inner_smul_left, inner_smul_right, Complex.conj_ofReal]
    rw [hA x y, hB x y]
  obtain ⟨x, hx, h⟩ := exists_groundState hT
  exact ⟨x, hx, by rw [← expect_add_smul]; exact h⟩

/-- For Hermitian `A` and `B` the ground energy of `A + t B` is concave in `t`. -/
theorem energy_concave (hA : A.IsSymmetric) (hB : B.IsSymmetric) :
    ConcaveOn ℝ univ (energy A B) := by
  refine ⟨convex_univ, fun s _ t _ a b ha hb hab => ?_⟩
  -- the ground state at the mixed coupling is a trial state at both ends
  obtain ⟨x, hx, h⟩ := energy_state hA hB (a • s + b • t)
  simp only [smul_eq_mul] at h ⊢
  refine le_of_mul_le_mul_right ?_ (normSq_pos hx)
  rw [← h]
  have h1 := mul_le_mul_of_nonneg_left (energy_le A B s x) ha
  have h2 := mul_le_mul_of_nonneg_left (energy_le A B t x) hb
  have h3 : (a + b) * expect A x = expect A x := by rw [hab, one_mul]
  nlinarith [h1, h2, h3]

/-- For Hermitian `A` and `B`, raising the coupling from `s` to `t` raises the ground energy
by at least `t - s` times the lowest eigenvalue of `B`. -/
theorem energy_growth (hA : A.IsSymmetric) (hB : B.IsSymmetric) {s t : ℝ} (hst : s ≤ t) :
    energy A B s + (t - s) * groundEnergy B ≤ energy A B t := by
  obtain ⟨x, hx, h⟩ := energy_state hA hB t
  refine le_of_mul_le_mul_right ?_ (normSq_pos hx)
  have h1 := energy_le A B s x
  have h2 := mul_le_mul_of_nonneg_left (variational B x) (sub_nonneg.mpr hst)
  nlinarith [h, h1, h2]

lemma groundEnergy_pos (hB : IsRepulsion B) : 0 < groundEnergy B := by
  obtain ⟨x, hx, h⟩ := exists_groundState hB.1
  have h0 := hB.2 x hx
  rw [h] at h0
  exact (mul_pos_iff_of_pos_right (normSq_pos hx)).mp h0

/-- For Hermitian `A` and positive definite `B` the ground energy of `A + t B` is strictly
increasing in `t`. -/
theorem energy_strictMono (hA : A.IsSymmetric) (hB : IsRepulsion B) :
    StrictMono (energy A B) := by
  intro s t hst
  have h := energy_growth hA hB.1 hst.le
  have h' := mul_pos (sub_pos.mpr hst) (groundEnergy_pos hB)
  linarith

lemma energy_continuous (hA : A.IsSymmetric) (hB : B.IsSymmetric) :
    Continuous (energy A B) := by
  refine (LipschitzWith.of_le_add_mul ‖LinearMap.toContinuousLinearMap B‖₊
    fun t s => ?_).continuous
  rw [Real.dist_eq, coe_nnnorm]
  obtain ⟨x, hx, h⟩ := energy_state hA hB s
  refine le_of_mul_le_mul_right ?_ (normSq_pos hx)
  have h1 := energy_le A B t x
  have h2 := (le_abs_self ((t - s) * expect B x)).trans_eq (abs_mul _ _)
  have h3 := mul_le_mul_of_nonneg_left (abs_expect_le B x) (abs_nonneg (t - s))
  nlinarith [h, h1, h2, h3]

/-- For Hermitian `A` and positive definite `B`, if the ground energy of `A` lies below the
threshold `τ`, there is exactly one critical coupling. -/
theorem existsUnique_critical (hA : A.IsSymmetric) (hB : IsRepulsion B) {τ : ℝ}
    (h0 : energy A B 0 < τ) : ∃! t, IsCriticalCoupling A B τ t := by
  have hb := groundEnergy_pos hB
  -- linear growth carries the energy up to the threshold by coupling `T`
  let T := (τ - energy A B 0) / groundEnergy B
  have hT : 0 ≤ T := (div_pos (sub_pos.mpr h0) hb).le
  have hg := energy_growth hA hB.1 hT
  have hTb : T * groundEnergy B = τ - energy A B 0 := div_mul_cancel₀ _ hb.ne'
  have hτ : τ ≤ energy A B T := by
    rw [sub_zero, hTb] at hg
    linarith
  obtain ⟨t, ht, hEt⟩ :=
    intermediate_value_Icc hT (energy_continuous hA hB.1).continuousOn ⟨h0.le, hτ⟩
  have hmono := energy_strictMono hA hB
  refine ⟨t, ⟨hmono.lt_iff_lt.mp (by rw [hEt]; exact h0), hEt⟩, fun s hs => ?_⟩
  exact hmono.injective (hs.2.trans hEt.symm)

/-- For Hermitian `A`, positive definite `B` and critical coupling `t`, the ground energy at
nuclear charge `Z > 0` is below threshold exactly when `Z` exceeds `1 / t`. -/
theorem below_threshold_iff (hA : A.IsSymmetric) (hB : IsRepulsion B) {τ t Z : ℝ}
    (ht : IsCriticalCoupling A B τ t) (hZ : 0 < Z) :
    energy A B (1 / Z) < τ ↔ 1 / t < Z := by
  rw [← ht.2, (energy_strictMono hA hB).lt_iff_lt]
  exact one_div_lt hZ ht.1

omit [Nontrivial V] in
/-- For Hermitian `A` and `B`, compression to a nonzero subspace never lowers the ground
energy at any coupling. -/
theorem energy_le_compress (S : Submodule ℂ V) [Nontrivial S]
    (hA : A.IsSymmetric) (hB : B.IsSymmetric) (t : ℝ) :
    energy A B t ≤ energy (compress S A) (compress S B) t := by
  obtain ⟨x, hx, h⟩ := energy_state (compress_symmetric S hA) (compress_symmetric S hB) t
  have h1 := energy_le A B t (x : V)
  rw [← expect_compress S A x, ← expect_compress S B x, h] at h1
  have hn := normSq_pos hx
  exact le_of_mul_le_mul_right h1 hn

/-- Let `A` be Hermitian, `B` positive definite, and let the compression of `A` to a nonzero
subspace have ground energy below `τ`. Then both critical couplings exist, and the subspace
gives a smaller or equal coupling and a larger or equal critical charge. -/
theorem critical_charge_upper_bound (S : Submodule ℂ V) [Nontrivial S]
    (hA : A.IsSymmetric) (hB : IsRepulsion B) {τ : ℝ}
    (hS : energy (compress S A) (compress S B) 0 < τ) :
    ∃ t tS, IsCriticalCoupling A B τ t ∧
      IsCriticalCoupling (compress S A) (compress S B) τ tS ∧
      tS ≤ t ∧ 1 / t ≤ 1 / tS := by
  have hBS : IsRepulsion (compress S B) := by
    refine ⟨compress_symmetric S hB.1, fun x hx => ?_⟩
    rw [expect_compress]
    exact hB.2 _ (fun h => hx (Subtype.ext h))
  obtain ⟨tS, htS, _⟩ := existsUnique_critical (compress_symmetric S hA) hBS hS
  obtain ⟨t, ht, _⟩ :=
    existsUnique_critical hA hB ((energy_le_compress S hA hB.1 0).trans_lt hS)
  -- at the subspace's critical coupling the full energy is still at or below threshold
  have hle : tS ≤ t := by
    apply (energy_strictMono hA hB).le_iff_le.mp
    rw [ht.2, ← htS.2]
    exact energy_le_compress S hA hB.1 tS
  exact ⟨t, tS, ht, htS, hle, one_div_le_one_div_of_le htS.1 hle⟩

end CriticalNuclearCharge
```

```lean
#print axioms CriticalNuclearCharge.energy_concave
-- 'CriticalNuclearCharge.energy_concave' depends on axioms: [propext, Classical.choice, Quot.sound]
#print axioms CriticalNuclearCharge.below_threshold_iff
-- 'CriticalNuclearCharge.below_threshold_iff' depends on axioms: [propext, Classical.choice, Quot.sound]
#print axioms CriticalNuclearCharge.critical_charge_upper_bound
-- 'CriticalNuclearCharge.critical_charge_upper_bound' depends on axioms: [propext, Classical.choice, Quot.sound]
```

## How Lean carries out the argument

The code works with unnormalised vectors, so its inequalities carry a factor \(\|x\|^2\). `normSq_pos` says that this factor is positive, and `le_of_mul_le_mul_right` cancels it.

`expect_add_smul` splits the expectation value of \(A+tB\), and `expect_eigen` evaluates it on an eigenvector. `abs_expect_le` bounds it by the operator norm, using the Cauchy–Schwarz inequality. This makes the Rayleigh quotient bounded below, which `variational` needs to place the infimum under each of its values. `energy_le` is the same principle for \(A+tB\).

In `groundEnergy_isLeast`, a Mathlib theorem supplies the fact that the infimum is an eigenvalue, replacing the compactness argument above; `variational` shows that no real eigenvalue is lower. `exists_groundState` extracts a minimising vector, and `energy_state` does so for \(A+tB\) after checking that the sum is Hermitian.

`energy_concave`, `energy_growth` and `energy_continuous` share one pattern: obtain a ground state at one coupling, use it as a trial state at another, and let `nlinarith` combine the inequalities. The continuity proof passes through `LipschitzWith.of_le_add_mul`, which needs only the one-sided estimate for all pairs of couplings. `groundEnergy_pos` gives \(\beta>0\), and `energy_strictMono` combines this with the growth bound.

`existsUnique_critical` defines the same number \(T\) as above and applies `intermediate_value_Icc`; uniqueness is injectivity of a strictly increasing function. `below_threshold_iff` converts the order of couplings into the order of charges with `one_div_lt`.

For the subspace, `expect_compress` moves the adjoint across the inner product and `compress_symmetric` preserves Hermiticity. `energy_le_compress` reads a ground state of the compressed problem as a vector of `V`. `critical_charge_upper_bound` first shows that the compressed `B` is still a repulsion, then obtains both couplings from `existsUnique_critical`. It compares them at `tS` by strict monotonicity, and `one_div_le_one_div_of_le` reverses the inequality for the charges.
